# Uncoupled symmetry sectors whose ground energies change order along a linear Hermitian path must cross

Suppose a ground state is followed through a range of couplings inside one symmetry sector. If another sector drops below it on the way, the calculation goes on returning a valid eigenstate that is no longer the ground state, and where the two levels meet the ground state of the two sectors taken together is not unique. For finite Hermitian Hamiltonians linear in the coupling, comparing the sectors at the two ends of the range can reveal such a meeting: if the order of their ground energies has reversed, the levels coincide somewhere in between.

The types `n` and `m` label the basis states of the two sectors, which may differ in dimension.

In Lean 4 with Mathlib:

```lean
import Mathlib

open Matrix Module
open scoped ComplexOrder

namespace SymmetryAllowedCrossing

noncomputable section

variable {n m : Type*} [Fintype n] [DecidableEq n] [Fintype m] [DecidableEq m]
```

## Energies of a finite Hamiltonian

A real number E is an energy of the matrix H if some vector v ≠ 0 satisfies

H v = E v.

```lean
/-- The real energies of `H`: numbers `E` for which `H v = E v` has a nonzero solution. -/
def energies {n : Type*} [Fintype n] (H : Matrix n n ℂ) : Set ℝ :=
  {E | ∃ v : n → ℂ, v ≠ 0 ∧ H *ᵥ v = (E : ℂ) • v}
```

The ground energy, written ε(H) below, is defined as the infimum of these numbers.

```lean
/-- The ground energy, the infimum of the energies; meant for Hermitian `H` on a nonzero space. -/
def groundEnergy {n : Type*} [Fintype n] (H : Matrix n n ℂ) : ℝ := sInf (energies H)
```

The ground space contains all solutions of H v = ε(H) v, including v = 0. Its dimension is the degeneracy of the ground level.

```lean
/-- The eigenspace of `H` at its ground energy. -/
def groundSpace (H : Matrix n n ℂ) : Submodule ℂ (n → ℂ) :=
  End.eigenspace (Matrix.toLin' H) (groundEnergy H : ℂ)
```

The Hamiltonian depends on one real coupling g:

H(g) = H₀ + g H₁.

```lean
/-- The Hamiltonian `H₀ + g H₁` at real coupling `g`. -/
def coupled {n : Type*} (H₀ H₁ : Matrix n n ℂ) (g : ℝ) : Matrix n n ℂ := H₀ + (g : ℂ) • H₁
```

If H₀ and H₁ are Hermitian, so is H(g), because g is real:

H(g)† = H₀† + g H₁† = H(g).

```lean
/-- A Hamiltonian with Hermitian parts is Hermitian at every real coupling. -/
theorem coupled_isHermitian {n : Type*} {H₀ H₁ : Matrix n n ℂ} (h₀ : H₀.IsHermitian)
    (h₁ : H₁.IsHermitian) (g : ℝ) : (coupled H₀ H₁ g).IsHermitian := by
  change (H₀ + (g : ℂ) • H₁)ᴴ = H₀ + (g : ℂ) • H₁
  rw [conjTranspose_add, conjTranspose_smul, h₀.eq, h₁.eq]
  simp
```

A Hermitian matrix has an orthonormal basis of eigenvectors with real eigenvalues. Mathlib's `eigenvalues` are therefore energies in the sense above.

```lean
private lemma eigenvalue_mem {H : Matrix n n ℂ} (hH : H.IsHermitian) (i : n) :
    hH.eigenvalues i ∈ energies H := by
  refine ⟨(hH.eigenvectorBasis i).ofLp, fun h => ?_, ?_⟩
  · exact hH.eigenvectorBasis.orthonormal.ne_zero i (WithLp.ofLp_injective 2 h)
  · refine (hH.mulVec_eigenvectorBasis i).trans ?_
    ext j
    simp [Complex.real_smul]
```

On a nonzero space there is thus at least one energy. There are only finitely many, since a finite matrix has finitely many eigenvalues. A finite nonempty set of reals contains its infimum, so ε(H) is the lowest energy and has an eigenvector. `IsLeast` records both facts: membership and the lower bound.

```lean
/-- The ground energy of a Hermitian Hamiltonian is its least energy, and it is attained. -/
theorem groundEnergy_isLeast [Nonempty n] {H : Matrix n n ℂ} (hH : H.IsHermitian) :
    IsLeast (energies H) (groundEnergy H) := by
  have hfin : (energies H).Finite := by
    refine ((End.finite_hasEigenvalue (Matrix.toLin' H)).preimage
      Complex.ofReal_injective.injOn).subset ?_
    rintro E ⟨v, hv, hE⟩
    change End.HasEigenvalue (Matrix.toLin' H) (E : ℂ)
    exact End.hasEigenvalue_of_hasEigenvector (x := v)
      ⟨End.mem_eigenspace_iff.mpr (by rw [Matrix.toLin'_apply]; exact hE), hv⟩
  have hne : (energies H).Nonempty := ⟨_, eigenvalue_mem hH (Classical.arbitrary n)⟩
  exact ⟨hne.csInf_mem hfin, fun E hE => csInf_le hfin.bddBelow hE⟩
```

## The variational bound and concavity

Let S = H − ε(H)·1. If S v = λ v with v ≠ 0, then

H v = (λ + ε(H)) v,

so λ + ε(H) is an energy of H and cannot lie below ε(H). Hence λ ≥ 0. Expanding any x in the eigenvectors of S, with coefficients cᵢ and eigenvalues λᵢ, gives

x†S x = Σᵢ λᵢ |cᵢ|² ≥ 0,

that is, x†H x ≥ ε(H) x†x. For x ≠ 0, division by x†x gives the usual bound on the normalised expectation value. The code keeps x unnormalised and takes real parts, which loses nothing because these quantities are real for Hermitian H.

```lean
/-- Variational principle: for Hermitian `H`, the value `x†H x` for any vector `x` is at least the
ground energy times its squared norm. -/
theorem groundEnergy_variational [Nonempty n] {H : Matrix n n ℂ} (hH : H.IsHermitian)
    (x : n → ℂ) : groundEnergy H * (star x ⬝ᵥ x).re ≤ (star x ⬝ᵥ H *ᵥ x).re := by
  have hS : (H - (groundEnergy H : ℂ) • (1 : Matrix n n ℂ)).IsHermitian := by
    change (H - (groundEnergy H : ℂ) • (1 : Matrix n n ℂ))ᴴ = _
    rw [conjTranspose_sub, conjTranspose_smul, conjTranspose_one, hH.eq]
    simp
  -- the Hamiltonian measured from its ground energy has no negative eigenvalue
  have hP := hS.posSemidef_iff_eigenvalues_nonneg.mpr (fun i => by
    obtain ⟨v, hv, h⟩ := eigenvalue_mem hS i
    rw [Matrix.sub_mulVec, Matrix.smul_mulVec, Matrix.one_mulVec] at h
    have hmem : hS.eigenvalues i + groundEnergy H ∈ energies H :=
      ⟨v, hv, by rw [Complex.ofReal_add, add_smul, ← h]; abel⟩
    have hle := (groundEnergy_isLeast hH).2 hmem
    change (0 : ℝ) ≤ hS.eigenvalues i
    linarith)
  have h := (Complex.le_def.mp (hP.dotProduct_mulVec_nonneg x)).1
  rw [Matrix.sub_mulVec, Matrix.smul_mulVec, Matrix.one_mulVec, dotProduct_sub,
    dotProduct_smul, smul_eq_mul, Complex.sub_re, Complex.re_ofReal_mul, Complex.zero_re] at h
  linarith
```

That division needs a positive squared norm. For v ≠ 0 some component is nonzero, so

v†v = Σᵢ |vᵢ|² > 0.

```lean
private lemma norm_pos {n : Type*} [Fintype n] {v : n → ℂ} (hv : v ≠ 0) :
    0 < (star v ⬝ᵥ v).re := by
  have h : (star v ⬝ᵥ v).re = ∑ i, Complex.normSq (v i) := by
    simp [dotProduct, Complex.normSq_apply]
  obtain ⟨i, hi⟩ := Function.ne_iff.mp hv
  rw [h]
  exact Finset.sum_pos' (fun j _ => Complex.normSq_nonneg _)
    ⟨i, Finset.mem_univ i, Complex.normSq_pos.mpr hi⟩
```

Now take couplings s and t, weights a, b ≥ 0 with a + b = 1, and the intermediate coupling u = a s + b t. Let v be a ground vector of H(u). For this fixed v, the expectation v†H(g)v = v†H₀v + g v†H₁v is affine in g (`expand` in the code), so

ε(H(u)) v†v = v†H(u)v = a v†H(s)v + b v†H(t)v.

The variational bound at s and at t then gives

ε(H(u)) v†v ≥ [a ε(H(s)) + b ε(H(t))] v†v.

Cancelling v†v leaves concavity of the ground energy in g.

```lean
/-- For Hermitian `H₀` and `H₁`, the ground energy of `H₀ + g H₁` is a concave function of the
coupling `g`. -/
theorem groundEnergy_concave [Nonempty n] {H₀ H₁ : Matrix n n ℂ} (h₀ : H₀.IsHermitian)
    (h₁ : H₁.IsHermitian) :
    ConcaveOn ℝ Set.univ (fun g : ℝ => groundEnergy (coupled H₀ H₁ g)) := by
  refine ⟨convex_univ, fun s _ t _ a b ha hb hab => ?_⟩
  simp only [smul_eq_mul]
  -- the ground vector at the intermediate coupling is a trial vector at both ends
  obtain ⟨v, hv, hE⟩ := (groundEnergy_isLeast (coupled_isHermitian h₀ h₁ (a * s + b * t))).1
  have expand : ∀ g : ℝ, (star v ⬝ᵥ coupled H₀ H₁ g *ᵥ v).re =
      (star v ⬝ᵥ H₀ *ᵥ v).re + g * (star v ⬝ᵥ H₁ *ᵥ v).re := fun g => by
    rw [coupled, Matrix.add_mulVec, Matrix.smul_mulVec, dotProduct_add, dotProduct_smul,
      smul_eq_mul, Complex.add_re, Complex.re_ofReal_mul]
  have hmid : (star v ⬝ᵥ coupled H₀ H₁ (a * s + b * t) *ᵥ v).re =
      groundEnergy (coupled H₀ H₁ (a * s + b * t)) * (star v ⬝ᵥ v).re := by
    rw [hE, dotProduct_smul, smul_eq_mul, Complex.re_ofReal_mul]
  have hs := groundEnergy_variational (coupled_isHermitian h₀ h₁ s) v
  have ht := groundEnergy_variational (coupled_isHermitian h₀ h₁ t) v
  rw [expand] at hmid hs ht
  have hs' := mul_le_mul_of_nonneg_left hs ha
  have ht' := mul_le_mul_of_nonneg_left ht hb
  have hX : (a + b) * (star v ⬝ᵥ H₀ *ᵥ v).re = (star v ⬝ᵥ H₀ *ᵥ v).re := by
    rw [hab, one_mul]
  refine le_of_mul_le_mul_right ?_ (norm_pos hv)
  rw [← hmid]
  linarith
```

## Two sectors side by side

In a basis adapted to a symmetry that the Hamiltonian respects, states of different symmetry have no matrix elements between them. For two sectors with matrices A and B, the whole Hamiltonian is block diagonal, written `fromBlocks A 0 0 B`. The code starts from this form and does not derive it from a symmetry operator. A vector of the whole system is a pair (v, w), written `Sum.elim v w`. If A v = E v and B w = E w, then

(A ⊕ B)(v, w) = (A v, B w) = E (v, w).

```lean
omit [DecidableEq n] [DecidableEq m] in
private lemma block_eigen {A : Matrix n n ℂ} {B : Matrix m m ℂ} {E : ℂ} {v : n → ℂ}
    {w : m → ℂ} (hv : A *ᵥ v = E • v) (hw : B *ᵥ w = E • w) :
    fromBlocks A 0 0 B *ᵥ Sum.elim v w = E • Sum.elim v w := by
  ext (i | i) <;> simp [Matrix.fromBlocks_mulVec, hv, hw]
```

Conversely, an eigenvector (v, w) ≠ 0 of the whole system satisfies both sector equations, and at least one of its parts is nonzero, so E is an energy of that sector. An eigenvector of one sector, padded with zeros, is an eigenvector of the whole. The energies of A ⊕ B are therefore those of A together with those of B.

```lean
omit [DecidableEq n] [DecidableEq m] in
/-- The energies of two uncoupled symmetry sectors are those of one sector together with
those of the other. -/
theorem energies_fromBlocks (A : Matrix n n ℂ) (B : Matrix m m ℂ) :
    energies (fromBlocks A 0 0 B) = energies A ∪ energies B := by
  ext E
  constructor
  · rintro ⟨v, hv, h⟩
    by_cases hl : v ∘ Sum.inl = 0
    · refine Or.inr ⟨v ∘ Sum.inr, fun hr => hv ?_, ?_⟩
      · ext (i | i)
        · exact congrFun hl i
        · exact congrFun hr i
      · ext i
        simpa [Matrix.fromBlocks_mulVec] using congrFun h (Sum.inr i)
    · refine Or.inl ⟨v ∘ Sum.inl, hl, ?_⟩
      ext i
      simpa [Matrix.fromBlocks_mulVec] using congrFun h (Sum.inl i)
  · rintro (⟨v, hv, h⟩ | ⟨w, hw, h⟩)
    · exact ⟨Sum.elim v 0, fun h0 => hv (funext fun i => congrFun h0 (Sum.inl i)),
        block_eigen h (by simp)⟩
    · exact ⟨Sum.elim 0 w, fun h0 => hw (funext fun i => congrFun h0 (Sum.inr i)),
        block_eigen (by simp) h⟩
```

The least element of a union is the smaller of the two least elements:

ε(A ⊕ B) = min(ε(A), ε(B)).

```lean
/-- The ground energy of two uncoupled sectors with Hermitian Hamiltonians is the smaller of the
sector ground energies. -/
theorem groundEnergy_fromBlocks [Nonempty n] [Nonempty m] {A : Matrix n n ℂ}
    {B : Matrix m m ℂ} (hA : A.IsHermitian) (hB : B.IsHermitian) :
    groundEnergy (fromBlocks A 0 0 B) = min (groundEnergy A) (groundEnergy B) := by
  have h := (groundEnergy_isLeast hA).union (groundEnergy_isLeast hB)
  rw [← energies_fromBlocks] at h
  exact h.csInf_eq
```

If ε(A) = ε(B), take ground vectors v of A and w of B. Both (v, 0) and (0, w) lie in the ground space of A ⊕ B. If

p (v, 0) + q (0, w) = 0

for complex p and q, then p v = 0 and q w = 0, so p = q = 0. The two vectors are independent, and the ground space has dimension at least two. It is larger if a sector's own ground level is degenerate.

```lean
/-- If two uncoupled sectors with Hermitian Hamiltonians have equal ground energies, the ground
space of the whole system is at least two-dimensional. -/
theorem two_le_finrank_groundSpace [Nonempty n] [Nonempty m] {A : Matrix n n ℂ}
    {B : Matrix m m ℂ} (hA : A.IsHermitian) (hB : B.IsHermitian)
    (hAB : groundEnergy A = groundEnergy B) :
    2 ≤ finrank ℂ (groundSpace (fromBlocks A 0 0 B)) := by
  obtain ⟨v, hv, hvE⟩ := (groundEnergy_isLeast hA).1
  obtain ⟨w, hw, hwE⟩ := (groundEnergy_isLeast hB).1
  have hE : groundEnergy (fromBlocks A 0 0 B) = groundEnergy A := by
    rw [groundEnergy_fromBlocks hA hB, ← hAB, min_self]
  rw [← hAB] at hwE
  have hx : Sum.elim v 0 ∈ groundSpace (fromBlocks A 0 0 B) := by
    rw [groundSpace, End.mem_eigenspace_iff, Matrix.toLin'_apply, hE]
    exact block_eigen hvE (by simp)
  have hy : Sum.elim (0 : n → ℂ) w ∈ groundSpace (fromBlocks A 0 0 B) := by
    rw [groundSpace, End.mem_eigenspace_iff, Matrix.toLin'_apply, hE]
    exact block_eigen (by simp) hwE
  -- nonzero vectors supported in different sectors are linearly independent
  have hli : LinearIndependent ℂ
      ![(⟨_, hx⟩ : groundSpace (fromBlocks A 0 0 B)), ⟨_, hy⟩] := by
    rw [LinearIndependent.pair_iff]
    intro s t h
    have h' : s • Sum.elim v (0 : m → ℂ) + t • Sum.elim (0 : n → ℂ) w = 0 :=
      congrArg Subtype.val h
    obtain ⟨i, hi⟩ := Function.ne_iff.mp hv
    obtain ⟨j, hj⟩ := Function.ne_iff.mp hw
    have hi' : v i ≠ 0 := hi
    have hj' : w j ≠ 0 := hj
    exact ⟨by simpa [hi'] using congrFun h' (Sum.inl i),
      by simpa [hj'] using congrFun h' (Sum.inr j)⟩
  simpa using hli.fintype_card_le_finrank
```

## The crossing

Let A(g) = A₀ + g A₁ and B(g) = B₀ + g B₁, with all four matrices Hermitian and both sectors nonempty. The hypothesis `h0` says that sector A is lower at g = 0, and `h1` that sector B is lower at g = 1. Define

d(g) = ε(A(g)) − ε(B(g)).

A concave function on the whole real line is continuous, so d is continuous. Since d(0) < 0 < d(1), the intermediate value theorem gives a g with 0 < g < 1 and d(g) = 0. The previous step then supplies the degeneracy.

The theorem neither locates g nor says that it is unique, and it concerns only the lowest level of each sector. In a finite-basis electronic-structure model whose Hamiltonian conserves spin and is linear in one parameter, it applies for instance to the singlet and triplet sectors when the ground state is a singlet at one end and a triplet at the other. The whole system in the theorem then means these two sectors only: if the model also has sectors of higher spin, one of them may lie lower where the singlet and triplet levels meet.

```lean
/-- For two uncoupled sectors with Hermitian Hamiltonians `A₀ + g A₁` and `B₀ + g B₁`: if the order
of the sector ground energies at `g = 0` is reversed at `g = 1`, they coincide at some `g` in
between, where the ground space of the whole system is at least two-dimensional. -/
theorem exists_ground_level_crossing [Nonempty n] [Nonempty m] {A₀ A₁ : Matrix n n ℂ}
    {B₀ B₁ : Matrix m m ℂ} (hA₀ : A₀.IsHermitian) (hA₁ : A₁.IsHermitian)
    (hB₀ : B₀.IsHermitian) (hB₁ : B₁.IsHermitian)
    (h0 : groundEnergy A₀ < groundEnergy B₀)
    (h1 : groundEnergy (B₀ + B₁) < groundEnergy (A₀ + A₁)) :
    ∃ g ∈ Set.Ioo (0 : ℝ) 1,
      groundEnergy (coupled A₀ A₁ g) = groundEnergy (coupled B₀ B₁ g) ∧
      2 ≤ finrank ℂ (groundSpace (fromBlocks (coupled A₀ A₁ g) 0 0 (coupled B₀ B₁ g))) := by
  -- concave functions on the line are continuous, so the energy difference has a zero
  have hc : ContinuousOn (fun g : ℝ =>
      groundEnergy (coupled A₀ A₁ g) - groundEnergy (coupled B₀ B₁ g)) (Set.Icc 0 1) :=
    (((groundEnergy_concave hA₀ hA₁).continuousOn isOpen_univ).sub
      ((groundEnergy_concave hB₀ hB₁).continuousOn isOpen_univ)).mono (Set.subset_univ _)
  obtain ⟨g, hg, hzero⟩ := intermediate_value_Ioo (zero_le_one' ℝ) hc
    (show (0 : ℝ) ∈ Set.Ioo _ _ from
      ⟨by simpa [coupled] using h0, by simpa [coupled] using h1⟩)
  have heq := sub_eq_zero.mp hzero
  exact ⟨g, hg, heq, two_le_finrank_groundSpace (coupled_isHermitian hA₀ hA₁ g)
    (coupled_isHermitian hB₀ hB₁ g) heq⟩
```

## Two levels that are coupled

The picture changes when the levels are coupled. Take two levels with real diagonal energies a and b and a matrix element c ≠ 0 between them. A two-dimensional eigenspace would be the whole space, so it would contain the second basis state (0, 1). The first component of the eigenvalue equation for that state reads

c = E · 0 = 0,

a contradiction. With one state per sector, a coupling that is nonzero at every g therefore rules out the degeneracy found above. The statement is about 2 × 2 matrices only; in larger systems a nonzero coupling between sectors need not lift every degeneracy.

```lean
/-- In a two-level Hamiltonian with nonzero coupling `c` between the levels, every eigenspace
is at most one-dimensional. -/
theorem coupled_levels_nondegenerate (a b : ℝ) {c : ℂ} (hc : c ≠ 0) (E : ℂ) :
    finrank ℂ (End.eigenspace (Matrix.toLin' !![(a : ℂ), c; star c, (b : ℂ)]) E) ≤ 1 := by
  by_contra h
  have hle := Submodule.finrank_le
    (End.eigenspace (Matrix.toLin' !![(a : ℂ), c; star c, (b : ℂ)]) E)
  rw [Module.finrank_fin_fun] at hle
  -- a two-dimensional eigenspace would contain the second basis state
  have htop : End.eigenspace (Matrix.toLin' !![(a : ℂ), c; star c, (b : ℂ)]) E = ⊤ :=
    Submodule.eq_top_of_finrank_eq (by rw [Module.finrank_fin_fun]; omega)
  have hm : (![0, 1] : Fin 2 → ℂ) ∈
      End.eigenspace (Matrix.toLin' !![(a : ℂ), c; star c, (b : ℂ)]) E := by
    rw [htop]
    exact Submodule.mem_top
  rw [End.mem_eigenspace_iff, Matrix.toLin'_apply] at hm
  exact hc (by simpa [Matrix.mulVec, dotProduct, Fin.sum_univ_two] using congrFun hm 0)

end

end SymmetryAllowedCrossing
```

```lean
#print axioms SymmetryAllowedCrossing.exists_ground_level_crossing
#print axioms SymmetryAllowedCrossing.coupled_levels_nondegenerate
```

```
'SymmetryAllowedCrossing.exists_ground_level_crossing' depends on axioms: [propext, Classical.choice, Quot.sound]
'SymmetryAllowedCrossing.coupled_levels_nondegenerate' depends on axioms: [propext, Classical.choice, Quot.sound]
```
